# The Boltzmann sum over an infinite ladder of equally spaced levels

The theorem `hasSum_harmonic` concerns an infinite ladder of levels with energies `n * d` for n = 0, 1, 2, …, so that energy is measured from the lowest level and no zero-point term appears. For positive spacing `d` and positive inverse temperature `b`, it states that the unnormalised Boltzmann weights exp(−b n d) sum to 1/(1 − exp(−b d)). The proof first shows that the ratio exp(−b d) is less than 1, then rewrites each weight as the `n`th power of that ratio. Mathlib's theorem on geometric series, `hasSum_geometric_of_lt_one`, then gives the sum.

The first attempt, which Lean rejects:

```lean
import Mathlib

open Filter Finset

namespace HasSumHarmonic

noncomputable section

/-- For positive `b` and `d`, the Boltzmann series of a harmonic ladder with spacing `d`
converges to `1 / (1 - exp (-b d))`. -/
theorem hasSum_harmonic {b d : ℝ} (hb : 0 < b) (hd : 0 < d) :
    HasSum (fun n : ℕ => Real.exp (-b * (n * d))) (1 - Real.exp (-(b * d)))⁻¹ := by
  have hr : Real.exp (-(b * d)) < 1 :=
    Real.exp_lt_one (neg_lt_zero.mpr (mul_pos hb hd))
  have hterm : (fun n : ℕ => Real.exp (-b * (n * d)))
      = fun n : ℕ => Real.exp (-(b * d)) ^ n := by
    funext n
    rw [← Real.exp_nat_mul]
    congr 1
    ring
  rw [hterm]
  exact hasSum_geometric_of_lt_one (Real.exp_pos _).le hr

end

end HasSumHarmonic
```

The error:

```
Main.lean:14:4: error(lean.unknownIdentifier): Unknown constant `Real.exp_lt_one`
```

Diagnosis. The message says that Lean knows no constant called `Real.exp_lt_one`. The attempt used that name in `hr`, the step showing that the ratio exp(−b d) is less than 1, as if it were a lemma turning a proof that an exponent is negative into a proof that its exponential is below 1. The mathematics of the step is sound; only the name fails to refer to anything.

The repair uses `Real.exp_lt_one_iff`, which states the same fact as an equivalence: the exponential of a real number is less than 1 if and only if the number is negative. Because it is an equivalence, it cannot simply be applied to the proof of negativity. The added `.mpr` selects the direction from right to left, from a negative exponent to an exponential below 1. The argument that follows, which proves −(b d) < 0 from the positivity of `b` and `d`, is unchanged.

Lean accepts the file once it reads:

```diff
@@ -12,5 +12,5 @@
     HasSum (fun n : ℕ => Real.exp (-b * (n * d))) (1 - Real.exp (-(b * d)))⁻¹ := by
   have hr : Real.exp (-(b * d)) < 1 :=
-    Real.exp_lt_one (neg_lt_zero.mpr (mul_pos hb hd))
+    Real.exp_lt_one_iff.mpr (neg_lt_zero.mpr (mul_pos hb hd))
   have hterm : (fun n : ℕ => Real.exp (-b * (n * d)))
       = fun n : ℕ => Real.exp (-(b * d)) ^ n := by
```
